# With exponentially distributed free times, the chance of a collision-free cyclotron circle lies strictly between zero and one

For an electron whose free times between collisions are exponentially distributed, the probability of completing a full cyclotron circle without a collision is taken to be exp(−2π/β), where β is the cyclotron frequency times the mean free time. The declaration states that for every real β > 0 this number is strictly greater than 0 and strictly less than 1. The formula is a definition here; it is not derived from the distribution of free times. The attempt gets the lower bound from the positivity of the exponential, and means to get the upper bound by showing that the exponent is negative.

In Lean, a first try:

```lean
import Mathlib

open Filter Topology
open scoped Real

namespace CirclingFractionBounds

noncomputable section

/-- For exponentially distributed free times, the probability that an electron completes a cyclotron
circle without a collision, where `β > 0` is the cyclotron frequency times the mean free time. -/
def circlingFraction (β : ℝ) : ℝ := Real.exp (-2 * π / β)

/-- For `β > 0` the circling fraction lies strictly between zero and one. -/
theorem circlingFraction_bounds {β : ℝ} (hβ : 0 < β) :
    0 < circlingFraction β ∧ circlingFraction β < 1 := by
  refine ⟨Real.exp_pos _, Real.exp_lt_one ?_⟩
  have h : 0 < 2 * π / β := by positivity
  have h' : -2 * π / β = -(2 * π / β) := by ring
  linarith

end

end CirclingFractionBounds
```

Messages:

```
Main.lean:17:26: error(lean.unknownIdentifier): Unknown constant `Real.exp_lt_one`
Main.lean:18:2: error: No goals to be solved
```

What went wrong. The first message says that no constant named `Real.exp_lt_one` exists in the Mathlib being used, so the second component of the pair given to `refine` cannot be elaborated. The second message follows from the first. Lean recovers from the error without turning the placeholder `?_` into a goal, so when the next line, `have h`, is reached, nothing is left to prove.

The diff puts `Real.exp_lt_one_iff.mpr` in place of the missing name. `Real.exp_lt_one_iff` says that the exponential of a real number is less than 1 exactly when that number is negative, and `.mpr` takes the direction from the negative exponent to the bound. The placeholder now becomes the goal `-2 * π / β < 0`, and the remaining lines, which are unchanged, prove it: `h` gives the positivity of `2 * π / β`, `h'` rewrites the exponent as its negative, and `linarith` combines the two. Both errors are thus cured by the one change.

The mended proof, as a diff:

```diff
@@ -15,5 +15,5 @@
 theorem circlingFraction_bounds {β : ℝ} (hβ : 0 < β) :
     0 < circlingFraction β ∧ circlingFraction β < 1 := by
-  refine ⟨Real.exp_pos _, Real.exp_lt_one ?_⟩
+  refine ⟨Real.exp_pos _, Real.exp_lt_one_iff.mpr ?_⟩
   have h : 0 < 2 * π / β := by positivity
   have h' : -2 * π / β = -(2 * π / β) := by ring
```
